# Inversion-free iteration for the square root of 1 − C when 0 ≤ C ≤ 1

Let C be a real symmetric matrix with eigenvalues in [0,1]. Then 1 − C has exactly one positive semidefinite square root R, and the iteration

P₀ = 0,  P_(k+1) = (C + P_k²)/2

converges to 1 − R, even when 1 − C is singular. In the order where A ≤ B means that B − A is positive semidefinite, the error satisfies

0 ≤ 1 − R − P_k ≤ 2/(k+2) · 1.

If v is a unit vector with C v = v, the expectation value of the error in v is at least 1/(k+1), so in the singular case the error does decay like 1/k.

One use is for the finite, real symmetric matrix H of a non-interacting one-electron Hamiltonian in an orthonormal basis, shifted to put the chemical potential at zero and scaled to have spectrum in [−1,1]. Taking C = 1 − H² gives R = |H|, and tr(H − |H|)/2 is the sum of the negative level energies; a level exactly at the chemical potential makes 1 − C singular.

## The error, one eigenvalue at a time

Suppose R is positive semidefinite with R² = 1 − C. Diagonalise R, with eigenvalues r_i ≥ 0. In the same basis C has eigenvalues 1 − r_i², and since these are nonnegative, r_i ≤ 1. Every P_k is a polynomial in C, so it is diagonal there too. It remains to study one number r in [0,1] and the recursion

p₀ = 0,  p_(k+1) = (1 − r² + p_k²)/2.

All p_k are nonnegative. Put e_k = 1 − r − p_k. Substituting p_k = 1 − r − e_k gives

e_(k+1) = (1 − r) e_k − e_k²/2 = e_k (1 − r + p_k)/2.

The second form shows that e_k ≥ 0 is preserved. For the upper bound, let t = 2/(k+2) and assume e_k ≤ t; this holds at k = 0, where e₀ = 1 − r ≤ 1. Since x − x²/2 increases on [0,1],

e_(k+1) ≤ e_k − e_k²/2 ≤ t − t²/2 = 2(k+1)/(k+2)² ≤ 2/(k+3),

where the last step is (k+1)(k+3) ≤ (k+2)². The bound does not depend on r, so it holds for the whole matrix, and P_k → 1 − R.

A root exists: take the square roots of the eigenvalues of 1 − C in its eigenbasis. It is unique, because two roots R and S would make 1 − R and 1 − S limits of the same sequence.

Now let C v = v. Then R² v = 0, so |R v|² = vᵀR²v = 0 and R v = 0. On v the iteration is the scalar one with r = 0, for which e₀ = 1 and e_(k+1) = e_k − e_k²/2. If 1/(k+1) ≤ e_k ≤ 1, monotonicity gives

e_(k+1) ≥ 1/(k+1) − 1/(2(k+1)²) ≥ 1/(k+2).

The same recursion shows what a gap would buy. If every r_i ≥ δ > 0, dropping −e_k²/2 leaves e_(k+1) ≤ (1 − δ) e_k, hence e_k ≤ (1 − δ)^(k+1). This geometric estimate is a hand-derived companion to the theorems below, not one of them.

The condition C ≥ 0 matters. For the 1×1 matrix C = −8, the root of 1 − C = 9 is R = 3 and the expected limit is −2. The iterates are 0, −4, 4, 4, …, which settle on 1 + R instead.

## Matrices, iterates and spectral form in Lean

The index type `n` is finite and labels the basis functions.

```lean
import Mathlib

open Matrix Filter Topology

namespace InversionFreeSquareRoot

noncomputable section

variable {n : Type*} [Fintype n] [DecidableEq n]
```

The matrix iteration uses exact real arithmetic; rounding is not modelled.

```lean
/-- The inversion-free iteration `P₀ = 0`, `P_(k+1) = (C + P_k²)/2`. -/
def iter (C : Matrix n n ℝ) : ℕ → Matrix n n ℝ
  | 0 => 0
  | k + 1 => (1 / 2 : ℝ) • (C + iter C k ^ 2)
```

Its scalar version takes the eigenvalue c of C as its argument.

```lean
/-- The same iteration for a single number `c`. -/
def scalarIter (c : ℝ) : ℕ → ℝ
  | 0 => 0
  | k + 1 => (c + scalarIter c k ^ 2) / 2
```

A matrix with eigenvalues a_i on the columns of U is written as follows.

```lean
/-- The matrix `U diag(a) Uᵀ`. -/
def spectral (U : Matrix n n ℝ) (a : n → ℝ) : Matrix n n ℝ :=
  U * diagonal a * Uᵀ
```

The condition `Uᵀ * U = 1` makes those columns orthonormal. Mathlib's spectral theorem supplies such a form for every real symmetric matrix; for real entries, `IsHermitian` means symmetric.

```lean
/-- A real symmetric matrix is diagonal in some orthonormal basis. -/
theorem exists_spectral (A : Matrix n n ℝ) (hA : A.IsHermitian) :
    ∃ (U : Matrix n n ℝ) (a : n → ℝ), Uᵀ * U = 1 ∧ A = spectral U a := by
  refine ⟨hA.eigenvectorUnitary, hA.eigenvalues, ?_, ?_⟩
  · have h := Unitary.coe_star_mul_self hA.eigenvectorUnitary
    rwa [star_eq_conjTranspose, conjTranspose_eq_transpose_of_trivial] at h
  · have h := hA.spectral_theorem
    rw [Unitary.conjStarAlgAut_apply, star_eq_conjTranspose,
      conjTranspose_eq_transpose_of_trivial] at h
    exact h
```

## Reduction to eigenvalues

In a fixed basis, products and differences act on the diagonal values; in a product, the inner factor UᵀU cancels.

```lean
/-- In a fixed orthonormal basis, constants, products and differences of diagonal
operators are computed eigenvalue by eigenvalue. -/
theorem spectral_calculus {U : Matrix n n ℝ} (hU : Uᵀ * U = 1) :
    (∀ t : ℝ, spectral U (fun _ => t) = t • (1 : Matrix n n ℝ)) ∧
    (∀ a b, spectral U a * spectral U b = spectral U (fun i => a i * b i)) ∧
    (∀ a b, spectral U a - spectral U b = spectral U (fun i => a i - b i)) := by
  refine ⟨fun t => ?_, fun a b => ?_, fun a b => ?_⟩
  · rw [spectral, ← smul_one_eq_diagonal, Matrix.mul_smul, Matrix.mul_one,
      Matrix.smul_mul, mul_eq_one_comm.mp hU]
  · calc spectral U a * spectral U b
        = U * diagonal a * (Uᵀ * U) * diagonal b * Uᵀ := by
          simp only [spectral, Matrix.mul_assoc]
      _ = spectral U (fun i => a i * b i) := by
          rw [hU, Matrix.mul_one, Matrix.mul_assoc U, diagonal_mul_diagonal, spectral]
  · simp only [spectral]
    rw [← Matrix.sub_mul, ← Matrix.mul_sub, diagonal_sub]
```

Positive semidefiniteness becomes nonnegativity of those values. Each direction conjugates by U or its transpose.

```lean
/-- An operator diagonal in an orthonormal basis is positive semidefinite exactly when
its diagonal values are nonnegative. -/
theorem spectral_posSemidef_iff {U : Matrix n n ℝ} (hU : Uᵀ * U = 1) (a : n → ℝ) :
    (spectral U a).PosSemidef ↔ ∀ i, 0 ≤ a i := by
  constructor
  · intro h
    have h2 := h.conjTranspose_mul_mul_same U
    have e : Uᴴ * spectral U a * U = diagonal a := by
      rw [conjTranspose_eq_transpose_of_trivial]
      calc Uᵀ * spectral U a * U = (Uᵀ * U) * diagonal a * (Uᵀ * U) := by
            simp only [spectral, Matrix.mul_assoc]
        _ = diagonal a := by rw [hU, Matrix.one_mul, Matrix.mul_one]
    rw [e] at h2
    exact posSemidef_diagonal_iff.mp h2
  · intro h
    have h2 := (posSemidef_diagonal_iff.mpr h).mul_mul_conjTranspose_same U
    rw [conjTranspose_eq_transpose_of_trivial] at h2
    exact h2
```

Induction on k then carries the matrix iteration over to the scalar one.

```lean
/-- The matrix iteration acts on each eigenvalue of `C` separately. -/
theorem iter_spectral {U : Matrix n n ℝ} (hU : Uᵀ * U = 1) (c : n → ℝ) (k : ℕ) :
    iter (spectral U c) k = spectral U (fun i => scalarIter (c i) k) := by
  induction k with
  | zero => simp [iter, scalarIter, (spectral_calculus hU).1]
  | succ k ih =>
    have hd : diagonal (fun i => scalarIter (c i) (k + 1)) = (1 / 2 : ℝ) •
        (diagonal c + diagonal (fun i => scalarIter (c i) k * scalarIter (c i) k)) := by
      rw [diagonal_add, ← diagonal_smul]
      congr 1
      funext i
      simp only [scalarIter, Pi.smul_apply, smul_eq_mul]
      ring
    rw [iter, ih, pow_two, (spectral_calculus hU).2.1]
    simp only [spectral]
    rw [hd, Matrix.mul_smul, Matrix.smul_mul, Matrix.mul_add, Matrix.add_mul]
```

## The 2/(k+2) bound and convergence

The next lemma is the scalar induction. `hstep` computes the exact gap between 2/(k+3) and t − t²/2, and `hm` expresses the monotonicity of x − x²/2 as a product of two nonnegative factors. `nlinarith` combines them with r e_k ≥ 0.

```lean
/-- For `c = 1 - r²` with `0 ≤ r ≤ 1`, the scalar iterates are nonnegative and lie below
`1 - r` by at most `2/(k+2)`. -/
theorem scalar_error {r : ℝ} (h0 : 0 ≤ r) (h1 : r ≤ 1) (k : ℕ) :
    0 ≤ scalarIter (1 - r * r) k ∧ 0 ≤ 1 - r - scalarIter (1 - r * r) k ∧
      1 - r - scalarIter (1 - r * r) k ≤ 2 / ((k : ℝ) + 2) := by
  induction k with
  | zero => norm_num [scalarIter]; exact ⟨h1, h0⟩
  | succ k ih =>
    obtain ⟨hp, he, ht⟩ := ih
    simp only [scalarIter]
    set p := scalarIter (1 - r * r) k
    have hk : (0 : ℝ) ≤ k := Nat.cast_nonneg k
    have ht1 : 2 / ((k : ℝ) + 2) ≤ 1 := by
      rw [div_le_one (by positivity)]; linarith
    -- the exact gap between 2/(k+3) and t - t²/2, where t = 2/(k+2)
    have hstep : 2 / ((k : ℝ) + 1 + 2) - (2 / ((k : ℝ) + 2) - (2 / ((k : ℝ) + 2)) ^ 2 / 2)
        = 2 / (((k : ℝ) + 2) ^ 2 * ((k : ℝ) + 1 + 2)) := by
      field_simp
      ring
    have hpos : 0 ≤ 2 / (((k : ℝ) + 2) ^ 2 * ((k : ℝ) + 1 + 2)) := by positivity
    push_cast
    set t := 2 / ((k : ℝ) + 2)
    refine ⟨by nlinarith [sq_nonneg p], ?_, ?_⟩
    · nlinarith [mul_nonneg he (by linarith : 0 ≤ 1 - r + p)]
    · have hm : 0 ≤ (t - (1 - r - p)) * (1 - (t + (1 - r - p)) / 2) :=
        mul_nonneg (by linarith) (by linarith)
      nlinarith [mul_nonneg he h0]
```

The lift to matrices diagonalises R rather than C. An arbitrary root is not known in advance to be diagonal in a chosen eigenbasis of C, whereas C = 1 − R² is certainly diagonal in one of R.

```lean
/-- If `R` is a positive semidefinite root of `1 - C` and `C` is positive semidefinite,
all errors `1 - R - P_k` are diagonal in one orthonormal basis, with values between
`0` and `2/(k+2)`. -/
theorem error_spectral {C R : Matrix n n ℝ} (hC : C.PosSemidef) (hR : R.PosSemidef)
    (hRR : R * R = 1 - C) :
    ∃ (U : Matrix n n ℝ) (e : ℕ → n → ℝ), Uᵀ * U = 1 ∧
      (∀ k i, 0 ≤ e k i ∧ e k i ≤ 2 / ((k : ℝ) + 2)) ∧
      ∀ k, 1 - R - iter C k = spectral U (e k) := by
  obtain ⟨U, r, hU, hRU⟩ := exists_spectral R hR.isHermitian
  obtain ⟨hc, hm, hs⟩ := spectral_calculus hU
  have hone : (1 : Matrix n n ℝ) = spectral U (fun _ => 1) := by rw [hc, one_smul]
  have hCU : C = spectral U (fun i => 1 - r i * r i) := by
    have h : C = 1 - R * R := by rw [hRR, sub_sub_cancel]
    rw [h, hRU, hm, hone, hs]
  have hr : ∀ i, 0 ≤ r i := (spectral_posSemidef_iff hU r).mp (by rw [← hRU]; exact hR)
  have hc0 : ∀ i, 0 ≤ 1 - r i * r i :=
    (spectral_posSemidef_iff hU _).mp (by rw [← hCU]; exact hC)
  refine ⟨U, fun k i => 1 - r i - scalarIter (1 - r i * r i) k, hU, fun k i => ?_,
    fun k => ?_⟩
  · exact (scalar_error (hr i) (by nlinarith [hr i, hc0 i]) k).2
  · rw [hCU, iter_spectral hU, hRU, hone, hs, hs]
```

Reading off the signs of the diagonal values gives both matrix inequalities. Here `PosSemidef` includes symmetry, and the second conjunct says that 2/(k+2) times the identity dominates the error.

```lean
/-- If `R` is a positive semidefinite root of `1 - C` and `C` is positive semidefinite, the error `1
- R - P_k` lies between `0` and `2/(k+2)` times the identity in the order of symmetric matrices. -/
theorem error_bounds {C R : Matrix n n ℝ} (hC : C.PosSemidef) (hR : R.PosSemidef)
    (hRR : R * R = 1 - C) (k : ℕ) :
    (1 - R - iter C k).PosSemidef ∧
      ((2 / ((k : ℝ) + 2)) • (1 : Matrix n n ℝ) - (1 - R - iter C k)).PosSemidef := by
  obtain ⟨U, e, hU, he, hE⟩ := error_spectral hC hR hRR
  obtain ⟨hc, -, hs⟩ := spectral_calculus hU
  rw [hE, ← hc, hs, spectral_posSemidef_iff hU, spectral_posSemidef_iff hU]
  exact ⟨fun i => (he k i).1, fun i => sub_nonneg.mpr (he k i).2⟩
```

For convergence, each diagonal value is squeezed between 0 and 2/(k+2), and continuity of `spectral U` carries the limit to the matrices. The limit `𝓝 (1 - R)` is entrywise.

```lean
/-- The iteration converges to `1 - R` for any positive semidefinite `R` with
`R² = 1 - C`, when `C` is positive semidefinite. -/
theorem tendsto_iter {C R : Matrix n n ℝ} (hC : C.PosSemidef) (hR : R.PosSemidef)
    (hRR : R * R = 1 - C) : Tendsto (iter C) atTop (𝓝 (1 - R)) := by
  obtain ⟨U, e, hU, he, hE⟩ := error_spectral hC hR hRR
  have ht : Tendsto (fun k : ℕ => 2 / ((k : ℝ) + 2)) atTop (𝓝 0) :=
    tendsto_const_nhds.div_atTop
      (tendsto_atTop_add_const_right _ _ tendsto_natCast_atTop_atTop)
  have he0 : Tendsto e atTop (𝓝 (fun _ => 0)) := tendsto_pi_nhds.mpr fun i =>
    squeeze_zero (fun k => (he k i).1) (fun k => (he k i).2) ht
  have hcont : Continuous (fun a : n → ℝ => spectral U a) :=
    (continuous_const.matrix_mul continuous_id.matrix_diagonal).matrix_mul continuous_const
  have h := (tendsto_const_nhds (x := 1 - R)).sub ((hcont.tendsto _).comp he0)
  rw [(spectral_calculus hU).1, zero_smul, sub_zero] at h
  refine h.congr fun k => ?_
  rw [Function.comp_apply, ← hE, sub_sub_cancel]
```

## Existence and uniqueness of the root

The main theorem assumes only the two spectral bounds, `hC` for 0 ≤ C and `hC1` for C ≤ 1. It covers real symmetric matrices of any finite size, but not complex Hermitian ones. The root is built with `√(d i)` from the eigenvalues of 1 − C, and `tendsto_nhds_unique` turns uniqueness of limits into uniqueness of roots.

```lean
/-- For symmetric `C` with `0 ≤ C ≤ 1`, the matrix `1 - C` has exactly one positive
semidefinite square root `R`, and the inversion-free iteration converges to `1 - R`. -/
theorem inversion_free_sqrt {C : Matrix n n ℝ} (hC : C.PosSemidef)
    (hC1 : (1 - C).PosSemidef) :
    ∃ R : Matrix n n ℝ, R.PosSemidef ∧ R * R = 1 - C ∧
      (∀ S : Matrix n n ℝ, S.PosSemidef → S * S = 1 - C → S = R) ∧
      Tendsto (iter C) atTop (𝓝 (1 - R)) := by
  obtain ⟨U, d, hU, hd⟩ := exists_spectral (1 - C) hC1.isHermitian
  have hd0 : ∀ i, 0 ≤ d i := (spectral_posSemidef_iff hU d).mp (by rw [← hd]; exact hC1)
  have hR : (spectral U (fun i => √(d i))).PosSemidef :=
    (spectral_posSemidef_iff hU _).mpr fun i => Real.sqrt_nonneg _
  have hRR : spectral U (fun i => √(d i)) * spectral U (fun i => √(d i)) = 1 - C := by
    rw [(spectral_calculus hU).2.1, hd]
    congr 1
    funext i
    exact Real.mul_self_sqrt (hd0 i)
  refine ⟨_, hR, hRR, fun S hS hSS => ?_, tendsto_iter hC hR hRR⟩
  -- two roots would give two limits of the same sequence
  exact sub_right_injective (tendsto_nhds_unique (tendsto_iter hC hS hSS)
    (tendsto_iter hC hR hRR))
```

## Slow convergence on the kernel of 1 − C

The lower bound is stated for a vector of any length, so the squared length `v ⬝ᵥ v` appears on the left; for a unit vector it is 1. Only symmetry of R and R² = 1 − C are needed. In the proof, `hRv` shows R v = 0, `hP` reduces P_k v to a multiple of v, and `hs` is the scalar induction for r = 0.

```lean
/-- If `R` is symmetric with `R² = 1 - C`, and `C v = v`, then the quadratic form `vᵀ (1 - R - P_k)
v` is at least `1/(k+1)` times the squared length of `v`. -/
theorem slow_on_kernel {C R : Matrix n n ℝ} (hR : R.IsHermitian) (hRR : R * R = 1 - C)
    {v : n → ℝ} (hv : C *ᵥ v = v) (k : ℕ) :
    1 / ((k : ℝ) + 1) * (v ⬝ᵥ v) ≤ v ⬝ᵥ ((1 - R - iter C k) *ᵥ v) := by
  have hT : Rᵀ = R := by rw [← conjTranspose_eq_transpose_of_trivial]; exact hR
  -- R annihilates v because R² does
  have hRv : R *ᵥ v = 0 := by
    have h0 : R *ᵥ (R *ᵥ v) = 0 := by
      rw [mulVec_mulVec, hRR, sub_mulVec, one_mulVec, hv, sub_self]
    apply dotProduct_self_eq_zero.mp
    rw [Matrix.dotProduct_mulVec, ← mulVec_transpose, hT, h0, zero_dotProduct]
  have hP : ∀ k, iter C k *ᵥ v = scalarIter 1 k • v := by
    intro k
    induction k with
    | zero => simp [iter, scalarIter]
    | succ k ih =>
      rw [iter, smul_mulVec, add_mulVec, pow_two, ← mulVec_mulVec, ih, mulVec_smul, ih,
        hv, scalarIter]
      module
  have hs : ∀ k : ℕ, 0 ≤ scalarIter 1 k ∧ 1 / ((k : ℝ) + 1) ≤ 1 - scalarIter 1 k := by
    intro k
    induction k with
    | zero => norm_num [scalarIter]
    | succ k ih =>
      obtain ⟨hp, he⟩ := ih
      simp only [scalarIter]
      set p := scalarIter 1 k
      have hstep : 1 / ((k : ℝ) + 1) - (1 / ((k : ℝ) + 1)) ^ 2 / 2 - 1 / ((k : ℝ) + 1 + 1)
          = k / (2 * ((k : ℝ) + 1) ^ 2 * ((k : ℝ) + 1 + 1)) := by
        field_simp
        ring
      have hpos : 0 ≤ (k : ℝ) / (2 * ((k : ℝ) + 1) ^ 2 * ((k : ℝ) + 1 + 1)) := by
        positivity
      push_cast
      set s := 1 / ((k : ℝ) + 1)
      have hm : 0 ≤ (1 - p - s) * (1 - (1 - p + s) / 2) :=
        mul_nonneg (by linarith) (by linarith)
      exact ⟨by positivity, by nlinarith⟩
  have hfin : (1 - R - iter C k) *ᵥ v = (1 - scalarIter 1 k) • v := by
    rw [sub_mulVec, sub_mulVec, one_mulVec, hRv, hP, sub_zero, sub_smul, one_smul]
  rw [hfin, dotProduct_smul, smul_eq_mul]
  have hvv : 0 ≤ v ⬝ᵥ v := Finset.sum_nonneg fun i _ => mul_self_nonneg (v i)
  exact mul_le_mul_of_nonneg_right (hs k).2 hvv

end

end InversionFreeSquareRoot
```

```lean
#print axioms InversionFreeSquareRoot.error_bounds
#print axioms InversionFreeSquareRoot.inversion_free_sqrt
#print axioms InversionFreeSquareRoot.slow_on_kernel
```

```
'InversionFreeSquareRoot.error_bounds' depends on axioms: [propext, Classical.choice, Quot.sound]
'InversionFreeSquareRoot.inversion_free_sqrt' depends on axioms: [propext, Classical.choice, Quot.sound]
'InversionFreeSquareRoot.slow_on_kernel' depends on axioms: [propext, Classical.choice, Quot.sound]
```
